# Image energy of line charges in a grounded cylinder as a sum over squared multipole moments

Finitely many parallel line charges `q i` stand at points `z i` of the complex plane, strictly inside a grounded conducting cylinder of radius 1. The theorem `hasSum_imageEnergy` states that their image energy per unit length, in Gaussian units, is minus the sum over n ≥ 1 of |Mₙ|²/n, where Mₙ = Σᵢ qᵢ zᵢⁿ is the n-th multipole moment about the axis. The image energy is half the sum of each charge times the potential at its place of the charge induced on the cylinder. The proof adds up the series for −ln |1 − w| over all pairs of charges, with w = zᵢ z̄ⱼ, and then uses `convert` to match the result with the claim.

An attempt in Lean 4 with a fault in it:

```lean
import Mathlib

open ComplexConjugate

namespace HasSumImageEnergy

noncomputable section

variable {ι : Type*} [Fintype ι]

/-- Potential at `z`, inside a grounded cylinder of radius 1 or on its wall, of the charge induced
on the cylinder by a unit line charge at `w` inside it (Gaussian units). -/
def imagePotential (w z : ℂ) : ℝ := 2 * Real.log ‖1 - z * conj w‖

/-- Image energy per unit length of line charges `q i` at the points `z i` inside the cylinder:
half the sum of each charge times the image potential at its place. -/
def imageEnergy (q : ι → ℝ) (z : ι → ℂ) : ℝ :=
  1 / 2 * ∑ i, ∑ j, q i * q j * imagePotential (z j) (z i)

/-- The `n`-th multipole moment of the line charges about the cylinder axis. -/
def multipole (q : ι → ℝ) (z : ι → ℂ) (n : ℕ) : ℂ := ∑ i, (q i : ℂ) * z i ^ n

/-- For two points inside the unit cylinder, the product of one with the conjugate of the other
has modulus below 1. -/
lemma norm_mul_conj_lt_one {z w : ℂ} (hz : ‖z‖ < 1) (hw : ‖w‖ < 1) : ‖z * conj w‖ < 1 := by
  rw [norm_mul, RCLike.norm_conj]
  exact mul_lt_one_of_nonneg_of_lt_one_left (norm_nonneg _) hz hw.le

/-- The image energy is the double sum of `q i * q j * ln |1 - z i * conj (z j)|`. -/
theorem imageEnergy_eq (q : ι → ℝ) (z : ι → ℂ) :
    imageEnergy q z = ∑ i, ∑ j, q i * q j * Real.log ‖1 - z i * conj (z j)‖ := by
  rw [imageEnergy, Finset.mul_sum]
  refine Finset.sum_congr rfl fun i _ => ?_
  rw [Finset.mul_sum]
  refine Finset.sum_congr rfl fun j _ => ?_
  rw [imagePotential]
  ring

/-- Multipole series of the logarithmic potential: for `|w| < 1`, `-ln |1 - w|` is the sum of
`Re (w ^ n) / n` over `n ≥ 1`. -/
theorem hasSum_neg_log_norm {w : ℂ} (hw : ‖w‖ < 1) :
    HasSum (fun n : ℕ => (w ^ (n + 1)).re / ((n : ℝ) + 1)) (-Real.log ‖1 - w‖) := by
  have h := Complex.reCLM.hasSum
    ((hasSum_nat_add_iff' 1).mpr (Complex.hasSum_taylorSeries_neg_log hw))
  convert h using 1
  · funext n
    show _ = (w ^ (n + 1) / ((n + 1 : ℕ) : ℂ)).re
    rw [Complex.div_natCast_re, Nat.cast_add, Nat.cast_one]
  · simp [Complex.log_re]

/-- The squared modulus of a multipole moment is a double sum over pairs of charges. -/
theorem norm_sq_multipole (q : ι → ℝ) (z : ι → ℂ) (n : ℕ) :
    ‖multipole q z n‖ ^ 2 = ∑ i, ∑ j, q i * q j * ((z i * conj (z j)) ^ n).re := by
  have h : ‖multipole q z n‖ ^ 2 = (multipole q z n * conj (multipole q z n)).re := by
    rw [Complex.mul_conj, Complex.ofReal_re, Complex.normSq_eq_norm_sq]
  rw [h, multipole, map_sum, Finset.sum_mul_sum, Complex.re_sum]
  refine Finset.sum_congr rfl fun i _ => ?_
  rw [Complex.re_sum]
  refine Finset.sum_congr rfl fun j _ => ?_
  have h2 : (q i : ℂ) * z i ^ n * conj ((q j : ℂ) * z j ^ n)
      = ((q i * q j : ℝ) : ℂ) * (z i * conj (z j)) ^ n := by
    rw [map_mul, map_pow, Complex.conj_ofReal, mul_pow]
    push_cast
    ring
  rw [h2, Complex.re_ofReal_mul]

/-- For line charges inside the grounded cylinder, the image energy is minus the sum over `n ≥ 1`
of the squared modulus of the `n`-th multipole moment divided by `n`. -/
theorem hasSum_imageEnergy (q : ι → ℝ) {z : ι → ℂ} (hz : ∀ i, ‖z i‖ < 1) :
    HasSum (fun n : ℕ => ‖multipole q z (n + 1)‖ ^ 2 / ((n : ℝ) + 1)) (-imageEnergy q z) := by
  -- add up the logarithmic series over all pairs of charges
  have h := hasSum_sum (s := Finset.univ) fun i _ => hasSum_sum (s := Finset.univ) fun j _ =>
    (hasSum_neg_log_norm (norm_mul_conj_lt_one (hz i) (hz j))).mul_left (q i * q j)
  convert h using 1
  · funext n
    rw [norm_sq_multipole, Finset.sum_div]
    refine Finset.sum_congr rfl fun i _ => ?_
    rw [Finset.sum_div]
    exact Finset.sum_congr rfl fun j _ => mul_div_assoc _ _ _
  · rw [imageEnergy_eq]
    simp only [mul_neg, Finset.sum_neg_distrib]

end

end HasSumImageEnergy
```

The compiler's answer:

```
Main.lean:75:4: error: Tactic `apply` failed: could not unify the conclusion of `@funext`
  ?f = ?g
with the goal
  Real.instAddCommMonoid =
    CommRing.toNonUnitalCommRing.toNonUnitalNonAssocCommRing.toNonUnitalNonAssocSemiring.toAddCommMonoid

Note: The full type of `@funext` is
  ∀ {α : Sort ?u.68} {β : α → Sort ?u.67} {f g : (x : α) → β x}, (∀ (x : α), f x = g x) → f = g

case e'_3
ι : Type u_1
inst✝ : Fintype ι
q : ι → ℝ
z : ι → ℂ
hz : ∀ (i : ι), ‖z i‖ < 1
h :
  HasSum (fun b => ∑ i, ∑ i_1, q i * q i_1 * (((z i * (starRingEnd ℂ) (z i_1)) ^ (b + 1)).re / (↑b + 1)))
    (∑ i, ∑ i_1, q i * q i_1 * -Real.log ‖1 - z i * (starRingEnd ℂ) (z i_1)‖)
⊢ Real.instAddCommMonoid =
    CommRing.toNonUnitalCommRing.toNonUnitalNonAssocCommRing.toNonUnitalNonAssocSemiring.toAddCommMonoid
Main.lean:80:8: error: Tactic `rewrite` failed: Did not find an occurrence of the pattern
  imageEnergy ?q ?z
in the target expression
  (fun n => ‖multipole q z (n + 1)‖ ^ 2 / (↑n + 1)) = fun b =>
    ∑ i, ∑ i_1, q i * q i_1 * (((z i * (starRingEnd ℂ) (z i_1)) ^ (b + 1)).re / (↑b + 1))

case e'_5
ι : Type u_1
inst✝ : Fintype ι
q : ι → ℝ
z : ι → ℂ
hz : ∀ (i : ι), ‖z i‖ < 1
h :
  HasSum (fun b => ∑ i, ∑ i_1, q i * q i_1 * (((z i * (starRingEnd ℂ) (z i_1)) ^ (b + 1)).re / (↑b + 1)))
    (∑ i, ∑ i_1, q i * q i_1 * -Real.log ‖1 - z i * (starRingEnd ℂ) (z i_1)‖)
⊢ (fun n => ‖multipole q z (n + 1)‖ ^ 2 / (↑n + 1)) = fun b =>
    ∑ i, ∑ i_1, q i * q i_1 * (((z i * (starRingEnd ℂ) (z i_1)) ^ (b + 1)).re / (↑b + 1))
Main.lean:70:92: error: unsolved goals
case e'_6
ι : Type u_1
inst✝ : Fintype ι
q : ι → ℝ
z : ι → ℂ
hz : ∀ (i : ι), ‖z i‖ < 1
h :
  HasSum (fun b => ∑ i, ∑ i_1, q i * q i_1 * (((z i * (starRingEnd ℂ) (z i_1)) ^ (b + 1)).re / (↑b + 1)))
    (∑ i, ∑ i_1, q i * q i_1 * -Real.log ‖1 - z i * (starRingEnd ℂ) (z i_1)‖)
⊢ -imageEnergy q z = ∑ i, ∑ i_1, q i * q i_1 * -Real.log ‖1 - z i * (starRingEnd ℂ) (z i_1)‖
```

Cause. The proof has two bullets after `convert h using 1`, one for the terms of the series and one for its value, but `convert` leaves three goals. The extra one comes first and asks that two additive structures on ℝ be equal: `Real.instAddCommMonoid`, which the goal uses, and the one in `h`, which is reached through the ring structure.

Each bullet therefore meets the wrong goal. `funext n` is applied to the equation between structures, which is not in the form of an equation between functions that it needs. `rw [imageEnergy_eq]` is applied to the equation between the terms, where `imageEnergy` does not occur. The equation for the value is left with no bullet, hence "unsolved goals".

The repair states the two intended equations as `hf` and `hE`, and proves them with the same steps as before. `rw [hf, hE]` then brings the goal to the form of `h`, and `exact h` closes it. The two additive structures are equal by definition, and `exact` accepts them as such, so the extra goal never arises.

The mended proof, as a diff:

```diff
@@ -72,12 +72,17 @@
   have h := hasSum_sum (s := Finset.univ) fun i _ => hasSum_sum (s := Finset.univ) fun j _ =>
     (hasSum_neg_log_norm (norm_mul_conj_lt_one (hz i) (hz j))).mul_left (q i * q j)
-  convert h using 1
-  · funext n
+  have hf : (fun n : ℕ => ‖multipole q z (n + 1)‖ ^ 2 / ((n : ℝ) + 1)) = fun n : ℕ =>
+      ∑ i, ∑ j, q i * q j * (((z i * conj (z j)) ^ (n + 1)).re / ((n : ℝ) + 1)) := by
+    funext n
     rw [norm_sq_multipole, Finset.sum_div]
     refine Finset.sum_congr rfl fun i _ => ?_
     rw [Finset.sum_div]
     exact Finset.sum_congr rfl fun j _ => mul_div_assoc _ _ _
-  · rw [imageEnergy_eq]
+  have hE : -imageEnergy q z
+      = ∑ i, ∑ j, q i * q j * -Real.log ‖1 - z i * conj (z j)‖ := by
+    rw [imageEnergy_eq]
     simp only [mul_neg, Finset.sum_neg_distrib]
+  rw [hf, hE]
+  exact h
 
 end
```
